# The sum of $\prod_i(t-x_i)$ over $N$ particles on finitely many sites, weighted by $\prod_{i<k}(x_k-x_i)^2\prod_i w(x_i)$, is orthogonal under $w$ to all powers below $t^N$

The positions of $N$ non-interacting fermions, all in the same spin state, on a finite set $S$ of real sites can be recorded as a set of occupied sites or as an ordered list $x=(x_0,\dots,x_{N-1})$. The formal statement uses ordered lists and lets them repeat a site. Repetitions do no harm, because the fermionic weight vanishes on them, and each set of $N$ distinct sites is then counted $N!$ times, which makes $Z$ and $P(t)$ below $N!$ times the corresponding sums over sets of occupied sites.

Let $w$ be a real function on the sites, and write
$$\Delta(x)=\prod_{i<k}(x_k-x_i),\qquad W(x)=\Delta(x)^2\prod_i w(x_i).$$
If $w\ge 0$, then $W(x)$ is the square of the unnormalised Slater determinant (without the factor $1/\sqrt{N!}$) built from the orbitals $\sqrt{w(s)}\,s^j$ with $j=0,\dots,N-1$. Define
$$Z=\sum_{x\in S^N}W(x),\qquad P(t)=\sum_{x\in S^N}W(x)\prod_i(t-x_i).$$
The claim is that, for any real $w$, positive or not,
$$\sum_{t\in S}w(t)\,P(t)\,t^k=0\qquad\text{for every } k<N.$$

When $w\ge0$ and $Z>0$, the normalised wave function is $\Delta(x)\prod_i\sqrt{w(x_i)}\,/\sqrt{Z}$, and $P(t)/Z$ is the quantum mean of $\prod_i(t-x_i)$. For non-interacting fermions in these particular orbitals on finitely many sites, an $N$-particle average thus yields a polynomial with a one-particle orthogonality property.

## An extra particle in an occupied power

The Vandermonde determinant is $\Delta(x)=\det(x_i^{\,j})$, with $i,j=0,\dots,N-1$. Put one more particle at $t$, in front of the others. The new pairs contribute the factors $x_i-t$, so
$$\Delta(t,x)=\prod_i(x_i-t)\,\Delta(x)=(-1)^N\prod_i(t-x_i)\,\Delta(x).$$
Use this to absorb $\prod_i(t-x_i)$ and one of the two factors $\Delta(x)$ in $W(x)$:
$$\sum_{t}w(t)P(t)t^k=(-1)^N\sum_{t,x}w(t)\,t^k\prod_i w(x_i)\;\Delta(x)\,\Delta(t,x).$$

Expand the remaining $N$-particle determinant over the permutations $\sigma$ of $\{0,\dots,N-1\}$:
$$\Delta(x)=\sum_\sigma \operatorname{sgn}(\sigma)\prod_i x_i^{\sigma(i)}.$$
Write $y=(t,x)$, so that $y_0=t$ and $y_{i+1}=x_i$, and set $m_0=k$ and $m_{i+1}=\sigma(i)$. The sum becomes
$$(-1)^N\sum_\sigma\operatorname{sgn}(\sigma)\sum_{y\in S^{N+1}}\Big(\prod_{i=0}^{N}w(y_i)\,y_i^{m_i}\Big)\Delta(y).$$

To evaluate the inner sum, take any functions $f_0,\dots,f_N$ on the sites and expand $\Delta(y)$ over permutations $\tau$ of $\{0,\dots,N\}$. Each term factorises over the particles:
$$\sum_y\prod_i f_i(y_i)\,\Delta(y)=\sum_\tau\operatorname{sgn}(\tau)\prod_i\sum_{s\in S}f_i(s)s^{\tau(i)}=\det\Big(\sum_{s\in S}f_i(s)s^j\Big).$$
Here $f_i(s)=w(s)s^{m_i}$, so row $i$ depends on $i$ only through $m_i$. The permutation $\sigma$ fills every power from $0$ to $N-1$. Since $k<N$, some particle already has $\sigma(i)=k$, and rows $0$ and $i+1$ coincide. The determinant is zero for every $\sigma$, which proves the claim.

The leading term is immediate. Each $\prod_i(t-x_i)$ is $t^N$ plus lower powers, so $P(t)$ is $Z\,t^N$ plus lower powers. If $w>0$ on $S$ and $N\le|S|$, then no $W(x)$ is negative and a list of distinct sites has $W(x)>0$. Hence $Z>0$, and $P/Z$ is a monic polynomial of degree $N$ with the same orthogonality.

## Two fermions on the sites 0, 1, 2

Take $w=1$ and $N=2$. The pairs $\{0,1\}$, $\{0,2\}$ and $\{1,2\}$ have weights $1$, $4$ and $1$, and each occurs in two orders. Therefore
$$P(t)=2\big[t(t-1)+4t(t-2)+(t-1)(t-2)\big]=12t^2-24t+4,\qquad Z=12.$$
The values at $0,1,2$ are $4,-8,4$. Their sum is $0$, and weighted with $t$ they give $-8+8=0$. With $t^2$ the result is $-8+16=8$, so in this instance orthogonality ends at $k=N$. The normalised polynomial is $P/Z=t^2-2t+\tfrac13$.

## Weights, configurations and the polynomial in Lean

```lean
import Mathlib

open Polynomial Matrix

namespace FermionOrthogonalPolynomials

noncomputable section
```

A list of positions is a function `x : Fin N → ℝ`, where `Fin N` is the index set $\{0,\dots,N-1\}$. The weight $W(x)$ is `slaterWeight`; `Finset.Ioi i` collects the indices above `i`, so each pair occurs once. The function `w` is defined on all reals, but only its values on the sites enter.

```lean
/-- The weight of `N` fermions at positions `x`: the squared differences of all pairs of
positions times the one-particle weights. -/
def slaterWeight (w : ℝ → ℝ) {N : ℕ} (x : Fin N → ℝ) : ℝ :=
  (∏ i, ∏ k ∈ Finset.Ioi i, (x k - x i) ^ 2) * ∏ i, w (x i)
```

The set $S^N$ is `configs S N`.

```lean
/-- All placements of `N` labelled particles on the finite set of sites `S`. -/
def configs (S : Finset ℝ) (N : ℕ) : Finset (Fin N → ℝ) :=
  Fintype.piFinset fun _ => S
```

The number $Z$ is `partitionSum`. Despite the name, it contains no temperature or energy: it is the squared norm of the unnormalised state when $w\ge0$.

```lean
/-- The total weight of all configurations of `N` fermions on the sites `S`. -/
def partitionSum (S : Finset ℝ) (w : ℝ → ℝ) (N : ℕ) : ℝ :=
  ∑ x ∈ configs S N, slaterWeight w x
```

The object `fermionPoly` is a polynomial in `ℝ[X]`, which makes its degree meaningful. In this notation `X` is the indeterminate, and `C` turns a real number into a constant polynomial.

```lean
/-- The polynomial `∏ (t - x_i)` with zeros at the particle positions, summed over all
configurations with the fermionic weight. -/
def fermionPoly (S : Finset ℝ) (w : ℝ → ℝ) (N : ℕ) : ℝ[X] :=
  ∑ x ∈ configs S N, C (slaterWeight w x) * ∏ i, (X - C (x i))
```

Evaluation at a real number `t` recovers the formula for $P(t)$.

```lean
/-- The value of the fermion polynomial at `t` is the weighted sum of `∏ (t - x_i)`. -/
theorem eval_fermionPoly (S : Finset ℝ) (w : ℝ → ℝ) (N : ℕ) (t : ℝ) :
    (fermionPoly S w N).eval t =
      ∑ x ∈ configs S N, slaterWeight w x * ∏ i, (t - x i) := by
  simp [fermionPoly, eval_finsetSum, eval_prod]
```

## Determinants and the Pauli principle

The next lemma writes $W(x)$ with the square of Mathlib's Vandermonde determinant, whose matrix has entries $x_i^{\,j}$.

```lean
/-- The fermionic weight is the squared Vandermonde determinant times the one-particle
weights. -/
lemma slaterWeight_eq (w : ℝ → ℝ) {N : ℕ} (x : Fin N → ℝ) :
    slaterWeight w x = (vandermonde x).det ^ 2 * ∏ i, w (x i) := by
  simp only [slaterWeight, det_vandermonde, Finset.prod_pow]
```

The permutation expansion follows. The transpose puts the permutation on the exponents, as in the derivation above.

```lean
/-- The Vandermonde determinant is the signed sum over all assignments of the powers
`0, ..., n - 1` to the particles. -/
lemma vandermonde_expand {n : ℕ} (y : Fin n → ℝ) :
    (vandermonde y).det = ∑ σ : Equiv.Perm (Fin n),
      ((Equiv.Perm.sign σ : ℤ) : ℝ) * ∏ i, y i ^ (σ i : ℕ) := by
  rw [← det_transpose, det_apply']
  simp only [transpose_apply, vandermonde_apply]
```

Adding a particle in front of a list is `Fin.cons t x`. The proof splits off the pairs that contain index $0$ and extracts the sign $(-1)^N$ from $\prod_i(x_i-t)$.

```lean
/-- Adding a particle at `t` in front of the list multiplies the Vandermonde determinant by
`∏ (t - x_i)`, up to the sign `(-1)^N`. -/
theorem vandermonde_cons {N : ℕ} (t : ℝ) (x : Fin N → ℝ) :
    (vandermonde (Fin.cons t x : Fin (N + 1) → ℝ)).det =
      (-1) ^ N * (∏ i, (t - x i)) * (vandermonde x).det := by
  have h : ∏ i, (x i - t) = (-1) ^ N * ∏ i, (t - x i) := by
    calc ∏ i, (x i - t) = ∏ i, ((-1) * (t - x i)) :=
          Finset.prod_congr rfl fun i _ => by ring
      _ = _ := by rw [Finset.prod_mul_distrib]; simp
  rw [det_vandermonde, det_vandermonde, Fin.prod_univ_succ]
  simp only [Fin.prod_Ioi_zero, Fin.prod_Ioi_succ, Fin.cons_zero, Fin.cons_succ]
  rw [h]
```

The factorisation into one-particle sums holds for arbitrary functions `f i`. The rewriting with `Finset.prod_univ_sum` turns a product of sums over sites into one sum over configurations, and `Finset.sum_comm` exchanges that sum with the one over permutations.

```lean
/-- Summing a product of orbitals against the Vandermonde determinant over all
configurations gives the determinant of the one-particle sums. -/
theorem sum_orbitals_mul_vandermonde (S : Finset ℝ) {n : ℕ} (f : Fin n → ℝ → ℝ) :
    ∑ y ∈ configs S n, (∏ i, f i (y i)) * (vandermonde y).det =
      (Matrix.of fun i j : Fin n => ∑ s ∈ S, f i s * s ^ (j : ℕ)).det := by
  simp only [vandermonde_expand]
  rw [← det_transpose, det_apply']
  simp only [transpose_apply, of_apply, Finset.prod_univ_sum, Finset.mul_sum, configs]
  rw [Finset.sum_comm]
  refine Finset.sum_congr rfl fun σ _ => Finset.sum_congr rfl fun y _ => ?_
  rw [Finset.prod_mul_distrib]
  ring
```

For weighted powers, two equal exponents give two equal rows, and the determinant vanishes. This is the Pauli principle in the form used here: a product with a doubly occupied power has zero overlap with the antisymmetric factor.

```lean
/-- Pauli principle: a product of weighted powers in which two particles carry the same
power has zero overlap with the Vandermonde determinant. -/
theorem pauli_overlap (S : Finset ℝ) (w : ℝ → ℝ) {n : ℕ} (m : Fin n → ℕ) {a b : Fin n}
    (hab : a ≠ b) (hm : m a = m b) :
    ∑ y ∈ configs S n, (∏ i, w (y i) * y i ^ m i) * (vandermonde y).det = 0 := by
  rw [sum_orbitals_mul_vandermonde S fun i s => w s * s ^ m i]
  refine det_zero_of_row_eq hab ?_
  funext j
  simp only [of_apply, hm]
```

The last preparation identifies a configuration of $n+1$ particles with a site for the first and a configuration for the rest. The two maps of the bijection are "split off the head" and "put it back".

```lean
/-- A sum over configurations of `n + 1` particles is a sum over the site of the first
particle and the configurations of the others. -/
lemma sum_configs_succ (S : Finset ℝ) {n : ℕ} (F : (Fin (n + 1) → ℝ) → ℝ) :
    ∑ y ∈ configs S (n + 1), F y =
      ∑ t ∈ S, ∑ x ∈ configs S n, F (Fin.cons t x) := by
  rw [← Finset.sum_product']
  refine Finset.sum_bij' (fun y _ => (y 0, Fin.tail y))
    (fun p _ => (Fin.cons p.1 p.2 : Fin (n + 1) → ℝ)) ?_ ?_ ?_ ?_ ?_
  · intro y hy
    simp only [configs, Finset.mem_product, Fintype.mem_piFinset] at hy ⊢
    exact ⟨hy 0, fun i => hy i.succ⟩
  · intro p hp
    simp only [configs, Finset.mem_product, Fintype.mem_piFinset] at hp ⊢
    intro i
    refine Fin.cases ?_ (fun j => ?_) i
    · simpa using hp.1
    · simpa using hp.2 j
  · intro y _
    exact Fin.cons_self_tail y
  · intro p _
    simp
  · intro y _
    exact congrArg F (Fin.cons_self_tail y).symm
```

## Orthogonality for an arbitrary real weight

The main theorem takes any finite `S`, any real `w` and any `k < N`. For $N=0$ there is no such `k`. For $N>|S|$ every list repeats a site, so $P=0$ and the statement is trivially true.

In the proof, `G σ` is the term of the expanded sum that belongs to the permutation $\sigma$, sign included, as a function of all $N+1$ positions. The intermediate result `key` sums these terms back to $W(x)\prod_i(t-x_i)\,w(t)t^k$; the two factors $(-1)^N$ cancel through `hs`. The `calc` block then repeats the derivation: insert the expansion, merge $t$ and $x$ into one configuration, and exchange the sums. The index `σ.symm ⟨k, hk⟩` is the particle that already carries the power $k$, and it is here that $k<N$ enters. `pauli_overlap` then removes each term.

```lean
/-- The fermion polynomial of `N` particles is orthogonal, with respect to the weight `w`
on the sites `S`, to every power `t^k` with `k < N`. -/
theorem fermionPoly_orthogonal (S : Finset ℝ) (w : ℝ → ℝ) {N k : ℕ} (hk : k < N) :
    ∑ t ∈ S, w t * (fermionPoly S w N).eval t * t ^ k = 0 := by
  -- `G σ` is one term of the expanded determinant, with the extra particle in `t^k`
  obtain ⟨G, hG⟩ : ∃ G : Equiv.Perm (Fin N) → (Fin (N + 1) → ℝ) → ℝ,
      G = fun (σ : Equiv.Perm (Fin N)) (y : Fin (N + 1) → ℝ) =>
        ((-1) ^ N * ((Equiv.Perm.sign σ : ℤ) : ℝ)) * ((∏ i, w (y i) *
          y i ^ (Fin.cons k (fun j : Fin N => (σ j : ℕ)) : Fin (N + 1) → ℕ) i) *
            (vandermonde y).det) := ⟨_, rfl⟩
  have hs : ((-1 : ℝ) ^ N) * (-1) ^ N = 1 := by rw [← mul_pow]; norm_num
  have key : ∀ (t : ℝ) (x : Fin N → ℝ), ∑ σ, G σ (Fin.cons t x) =
      slaterWeight w x * (∏ i, (t - x i)) * (w t * t ^ k) := by
    intro t x
    have h : ∀ σ, G σ (Fin.cons t x) =
        (((Equiv.Perm.sign σ : ℤ) : ℝ) * ∏ i, x i ^ (σ i : ℕ)) *
          ((vandermonde x).det * (∏ i, w (x i)) * (∏ i, (t - x i)) * (w t * t ^ k)) := by
      intro σ
      simp only [hG, vandermonde_cons, Fin.prod_univ_succ, Fin.cons_zero, Fin.cons_succ,
        Finset.prod_mul_distrib]
      linear_combination ((((Equiv.Perm.sign σ : ℤ) : ℝ) * ∏ i, x i ^ (σ i : ℕ)) *
        ((vandermonde x).det * (∏ i, w (x i)) * (∏ i, (t - x i)) * (w t * t ^ k))) * hs
    rw [Finset.sum_congr rfl fun σ _ => h σ, ← Finset.sum_mul, ← vandermonde_expand,
      slaterWeight_eq]
    ring
  calc ∑ t ∈ S, w t * (fermionPoly S w N).eval t * t ^ k
      = ∑ t ∈ S, ∑ x ∈ configs S N, ∑ σ, G σ (Fin.cons t x) := by
        refine Finset.sum_congr rfl fun t _ => ?_
        rw [eval_fermionPoly, Finset.mul_sum, Finset.sum_mul]
        refine Finset.sum_congr rfl fun x _ => ?_
        rw [key]
        ring
    _ = ∑ y ∈ configs S (N + 1), ∑ σ, G σ y :=
        (sum_configs_succ S fun y => ∑ σ, G σ y).symm
    _ = 0 := by
        -- the power `k` is already occupied, so each term vanishes
        rw [Finset.sum_comm]
        refine Finset.sum_eq_zero fun σ _ => ?_
        have hp := pauli_overlap S w
          (Fin.cons k (fun j : Fin N => (σ j : ℕ)) : Fin (N + 1) → ℕ)
          (Fin.succ_ne_zero (σ.symm ⟨k, hk⟩)).symm (by simp)
        simp only [hG]
        rw [← Finset.mul_sum, hp, mul_zero]
```

## Leading coefficient and positive total weight

The leading term is stated as a bound: $P-Zt^N$ has degree below $N$. The type `WithBot ℕ` adds a lowest value to the natural numbers for the degree of the zero polynomial, so the bound also holds at $N=0$, where $P=Z=1$. No sign of `w` is assumed, and if $Z=0$ the theorem says only that $P$ itself has degree below $N$.

The proof writes the difference as a weighted sum of $\prod_i(t-x_i)-t^N$. Both polynomials are monic of degree $N$, so their leading terms cancel, and polynomials of degree below $N$ are closed under linear combination.

```lean
/-- The fermion polynomial equals the total weight times `t^N`, up to terms of degree
below `N`. -/
theorem fermionPoly_leading (S : Finset ℝ) (w : ℝ → ℝ) (N : ℕ) :
    degree (fermionPoly S w N - C (partitionSum S w N) * X ^ N) < (N : WithBot ℕ) := by
  have h : fermionPoly S w N - C (partitionSum S w N) * X ^ N =
      ∑ x ∈ configs S N, slaterWeight w x • ((∏ i, (X - C (x i))) - X ^ N) := by
    simp only [fermionPoly, partitionSum, map_sum, Finset.sum_mul, smul_eq_C_mul, mul_sub,
      Finset.sum_sub_distrib]
  rw [h]
  refine mem_degreeLT.1 (Submodule.sum_mem _ fun x _ =>
    Submodule.smul_mem _ _ (mem_degreeLT.2 ?_))
  -- each configuration contributes a monic polynomial of degree `N`
  have hm : Monic (∏ i, (X - C (x i))) :=
    monic_prod_of_monic _ _ fun i _ => monic_X_sub_C _
  have hn : natDegree (∏ i, (X - C (x i))) = N := by
    rw [natDegree_prod_of_monic _ _ fun i _ => monic_X_sub_C _]
    simp
  have hd : degree (∏ i, (X - C (x i))) = (N : WithBot ℕ) := by
    rw [degree_eq_natDegree hm.ne_zero, hn]
  have hlt := Polynomial.degree_sub_lt_left (q := X ^ N) (by rw [hd, degree_X_pow]) hm.ne_zero
    (by rw [hm.leadingCoeff, (monic_X_pow N).leadingCoeff])
  rwa [hd] at hlt
```

For $Z>0$ it is sufficient, though not necessary, that the weight is positive on every site and that there are at least as many sites as particles. All contributions are then non-negative, being squares times positive factors. A strictly positive one comes from `S.orderEmbOfCardLe hN`, which places the particles on distinct sites in increasing order, where the Vandermonde determinant is non-zero.

```lean
/-- For a weight positive on the sites, and at least as many sites as particles, the total
weight is positive. -/
theorem partitionSum_pos (S : Finset ℝ) (w : ℝ → ℝ) {N : ℕ} (hw : ∀ t ∈ S, 0 < w t)
    (hN : N ≤ S.card) : 0 < partitionSum S w N := by
  have hp : ∀ x ∈ configs S N, 0 < ∏ i, w (x i) := fun x hx =>
    Finset.prod_pos fun i _ => hw _ (Fintype.mem_piFinset.1 hx i)
  -- placing the particles on distinct sites gives a positive contribution
  have hmem : (fun i => S.orderEmbOfCardLe hN i) ∈ configs S N :=
    Fintype.mem_piFinset.2 fun i => S.orderEmbOfCardLe_mem hN i
  refine Finset.sum_pos' (fun x hx => ?_) ⟨_, hmem, ?_⟩
  · rw [slaterWeight_eq]
    exact mul_nonneg (sq_nonneg _) (hp x hx).le
  · rw [slaterWeight_eq]
    have hd := det_vandermonde_ne_zero_iff.2 (S.orderEmbOfCardLe hN).injective
    exact mul_pos (pow_pos (abs_pos.2 hd) 2 |>.trans_eq (sq_abs _)) (hp _ hmem)

end

end FermionOrthogonalPolynomials
```

```lean
#print axioms FermionOrthogonalPolynomials.fermionPoly_orthogonal
#print axioms FermionOrthogonalPolynomials.fermionPoly_leading
#print axioms FermionOrthogonalPolynomials.partitionSum_pos
```

```
'FermionOrthogonalPolynomials.fermionPoly_orthogonal' depends on axioms: [propext, Classical.choice, Quot.sound]
'FermionOrthogonalPolynomials.fermionPoly_leading' depends on axioms: [propext, Classical.choice, Quot.sound]
'FermionOrthogonalPolynomials.partitionSum_pos' depends on axioms: [propext, Classical.choice, Quot.sound]
```

The theorems concern sums over finitely many sites; a continuous line, with integrals in place of sums, needs its own treatment. To apply them to a given lattice system of non-interacting fermions in one spin state, one still has to connect its position probabilities with $W(x)$. It is enough to show that, for some $w\ge0$, its $N$ occupied orbitals span the same space as $\sqrt{w(s)}\,s^j$ for $j<N$. No Hamiltonian appears in the hypotheses, so that step belongs to the physics of the system.
